# Self-energy of a bright state in an equidistant band: the cotangent form and the width $2\pi v^2/\varepsilon$

Let $v$ be the real coupling of one bright state to each level $n\varepsilon$ of a band with spacing $\varepsilon>0$, let $z$ be a complex energy with $\operatorname{Im} z>0$, and set $\Gamma=2\pi v^2/\varepsilon$ (`width`), $Q=e^{-2\pi\operatorname{Im}z/\varepsilon}$ (`damping`) and $q=e^{2\pi i z/\varepsilon}$ (`levelPhase`). The self-energy that the levels $|n|\le N$ give the bright state is `bandSum`, and its limit for $N\to\infty$, $\Sigma(z)=(\pi v^2/\varepsilon)\cot(\pi z/\varepsilon)$, is `selfEnergy`.

```lean
import Mathlib

open Filter Topology
open Complex (I)
open scoped Real

namespace BixonJortner

noncomputable section

/-- Self-energy of a bright state coupled with strength `v` to the levels `n ε`, `|n| ≤ N`,
at a complex energy `z` that is none of these levels. -/
def bandSum (v ε : ℝ) (N : ℕ) (z : ℂ) : ℂ :=
  ∑ n ∈ Finset.Icc (-(N : ℤ)) N, (v : ℂ) ^ 2 / (z - n * ε)

/-- The closed form `(π v² / ε) cot (π z / ε)`, for `ε ≠ 0` and `z` not an integer multiple
of `ε`. -/
def selfEnergy (v ε : ℝ) (z : ℂ) : ℂ :=
  π * (v : ℂ) ^ 2 / ε * Complex.cot (π * (z / ε))

/-- The width `Γ = 2 π v² / ε`, for level spacing `ε ≠ 0`. -/
def width (v ε : ℝ) : ℝ := 2 * π * v ^ 2 / ε

/-- The factor `Q = exp (-2 π Im z / ε)`, for level spacing `ε ≠ 0`. -/
def damping (ε : ℝ) (z : ℂ) : ℝ := Real.exp (-(2 * π * z.im / ε))

/-- The complex factor `q = exp (2 π i z / ε)`, for level spacing `ε ≠ 0`. -/
def levelPhase (ε : ℝ) (z : ℂ) : ℂ := Complex.exp (2 * π * I * (z / ε))

/-- For `Im z > 0`, the resolvent equations for the amplitude `a` of a bright state of energy `E`
and the amplitudes `b n` of the band levels hold exactly when each `b n` is `v a / (z - n ε)` and
`a` obeys a one-state equation in which `E` is shifted by the self-energy. -/
theorem resolvent_elimination (v ε E : ℝ) (N : ℕ) {z : ℂ} (hz : 0 < z.im)
    (a : ℂ) (b : ℤ → ℂ) :
    ((z - E) * a - ∑ n ∈ Finset.Icc (-(N : ℤ)) N, v * b n = 1 ∧
      ∀ n ∈ Finset.Icc (-(N : ℤ)) N, (z - n * ε) * b n = v * a) ↔
    ((z - E - bandSum v ε N z) * a = 1 ∧
      ∀ n ∈ Finset.Icc (-(N : ℤ)) N, b n = v * a / (z - n * ε)) := by
  have hne : ∀ n : ℤ, z - n * ε ≠ 0 := by
    intro n h
    have him := congrArg Complex.im h
    simp at him
    linarith
  -- the band acts back on the bright state through the self-energy
  have key : (∀ n ∈ Finset.Icc (-(N : ℤ)) N, b n = v * a / (z - n * ε)) →
      ∑ n ∈ Finset.Icc (-(N : ℤ)) N, v * b n = bandSum v ε N z * a := by
    intro h
    unfold bandSum
    rw [Finset.sum_mul]
    refine Finset.sum_congr rfl fun n hn => ?_
    rw [h n hn]
    ring
  constructor
  · rintro ⟨h1, h2⟩
    have hb : ∀ n ∈ Finset.Icc (-(N : ℤ)) N, b n = v * a / (z - n * ε) := by
      intro n hn
      rw [eq_div_iff (hne n)]
      linear_combination h2 n hn
    exact ⟨by linear_combination h1 + key hb, hb⟩
  · rintro ⟨h1, hb⟩
    refine ⟨by linear_combination h1 - key hb, fun n hn => ?_⟩
    rw [hb n hn, mul_div_cancel₀ _ (hne n)]

/-- A sum over the levels `|n| ≤ N` is the central term plus the pairs `± n`. -/
theorem sum_levels_paired (f : ℤ → ℂ) (N : ℕ) :
    ∑ n ∈ Finset.Icc (-(N : ℤ)) N, f n =
      f 0 + ∑ j ∈ Finset.range N, (f ((j : ℤ) + 1) + f (-((j : ℤ) + 1))) := by
  induction N with
  | zero => simp
  | succ N ih =>
    have hI : Finset.Icc (-((N + 1 : ℕ) : ℤ)) ((N + 1 : ℕ) : ℤ) =
        insert ((N : ℤ) + 1) (insert (-((N : ℤ) + 1)) (Finset.Icc (-(N : ℤ)) N)) := by
      ext k
      simp only [Finset.mem_insert, Finset.mem_Icc]
      omega
    have h1 : (N : ℤ) + 1 ∉ insert (-((N : ℤ) + 1)) (Finset.Icc (-(N : ℤ)) N) := by
      simp only [Finset.mem_insert, Finset.mem_Icc]
      omega
    have h2 : -((N : ℤ) + 1) ∉ Finset.Icc (-(N : ℤ)) N := by
      simp only [Finset.mem_Icc]
      omega
    rw [hI, Finset.sum_insert h1, Finset.sum_insert h2, ih, Finset.sum_range_succ]
    ring

/-- For `ε > 0` and `Im z > 0` the self-energy of the finite band converges to the cotangent form
as the band is extended symmetrically. -/
theorem bandSum_tendsto (v : ℝ) {ε : ℝ} (hε : 0 < ε) {z : ℂ} (hz : 0 < z.im) :
    Tendsto (fun N => bandSum v ε N z) atTop (𝓝 (selfEnergy v ε z)) := by
  have hε' : (ε : ℂ) ≠ 0 := by exact_mod_cast hε.ne'
  have hx : z / ε ∈ Complex.integerComplement := by
    rintro ⟨n, hn⟩
    have h : z = ((n * ε : ℝ) : ℂ) := by
      push_cast
      exact (div_eq_iff hε').mp hn.symm
    rw [h, Complex.ofReal_im] at hz
    exact lt_irrefl _ hz
  -- Mittag-Leffler expansion of the cotangent
  have h2 := ((tendsto_logDeriv_euler_cot_sub hx).const_add (1 / (z / ε))).const_mul
    ((v : ℂ) ^ 2 / ε)
  have lim : (v : ℂ) ^ 2 / ε * (1 / (z / ε) + (π * Complex.cot (π * (z / ε)) - 1 / (z / ε)))
      = selfEnergy v ε z := by
    unfold selfEnergy
    ring
  rw [lim] at h2
  refine h2.congr fun N => ?_
  have hterm : ∀ n : ℤ, (v : ℂ) ^ 2 / (z - n * ε) = (v : ℂ) ^ 2 / ε * (1 / (z / ε - n)) := by
    intro n
    have h : z - n * ε = ε * (z / ε - n) := by
      rw [mul_sub, mul_div_cancel₀ _ hε']
      ring
    rw [h, mul_one_div, div_div]
  unfold bandSum
  rw [Finset.sum_congr rfl (fun n _ => hterm n), ← Finset.mul_sum,
    sum_levels_paired (fun n => 1 / (z / ε - n))]
  simp only [Int.cast_zero, sub_zero, cotTerm]
  congr 2
  refine Finset.sum_congr rfl fun j _ => ?_
  push_cast
  ring

/-- The self-energy is periodic in the energy, with the level spacing as period. -/
theorem selfEnergy_add_spacing (v ε : ℝ) (z : ℂ) :
    selfEnergy v ε (z + ε) = selfEnergy v ε z := by
  rcases eq_or_ne ε 0 with h | h
  · simp [h]
  · have hε' : (ε : ℂ) ≠ 0 := by exact_mod_cast h
    have hs : (π : ℂ) * ((z + ε) / ε) = π * (z / ε) + π := by
      rw [add_div, div_self hε']
      ring
    unfold selfEnergy
    rw [hs, Complex.cot_eq_cos_div_sin, Complex.cot_eq_cos_div_sin, Complex.cos_add_pi,
      Complex.sin_add_pi, neg_div_neg_eq]

/-- The modulus of `q` is `Q`. -/
theorem norm_levelPhase (ε : ℝ) (z : ℂ) : ‖levelPhase ε z‖ = damping ε z := by
  have h : 2 * π * I * (z / ε) = ((2 * π / ε : ℝ) : ℂ) * (I * z) := by
    push_cast
    ring
  unfold levelPhase damping
  rw [Complex.norm_exp, h, Complex.re_ofReal_mul, Complex.I_mul_re]
  congr 1
  ring

/-- For `ε > 0` and `Im z > 0` the factor `Q` is less than one. -/
theorem damping_lt_one {ε : ℝ} (hε : 0 < ε) {z : ℂ} (hz : 0 < z.im) : damping ε z < 1 := by
  unfold damping
  rw [Real.exp_lt_one_iff]
  have : 0 < 2 * π * z.im / ε := by positivity
  linarith

/-- For `ε > 0` and `Im z > 0` the self-energy differs from `-i Γ / 2` by exactly
`-i Γ q / (1 - q)`. -/
theorem selfEnergy_add_half_width (v : ℝ) {ε : ℝ} (hε : 0 < ε) {z : ℂ} (hz : 0 < z.im) :
    selfEnergy v ε z + I * ((width v ε : ℂ) / 2) =
      -(I * (width v ε : ℂ) * levelPhase ε z / (1 - levelPhase ε z)) := by
  have hq : 1 - levelPhase ε z ≠ 0 := by
    intro h
    have h1 := norm_levelPhase ε z
    rw [← sub_eq_zero.mp h, norm_one] at h1
    linarith [damping_lt_one hε hz]
  have hcot : Complex.cot (π * (z / ε)) =
      -I * (levelPhase ε z + 1) / (1 - levelPhase ε z) := by
    rw [Complex.cot_pi_eq_exp_ratio]
    change (levelPhase ε z + 1) / (I * (1 - levelPhase ε z)) = _
    rw [div_eq_div_iff (mul_ne_zero Complex.I_ne_zero hq) hq]
    linear_combination (levelPhase ε z + 1) * (1 - levelPhase ε z) * Complex.I_sq
  have hε' : (ε : ℂ) ≠ 0 := by exact_mod_cast hε.ne'
  unfold selfEnergy width
  rw [hcot]
  push_cast
  field_simp
  ring

/-- For `ε > 0` and `Im z > 0`, the symmetric level sums converge to
`Σ(z) = (π v² / ε) cot (π z / ε)`, which has period `ε` and lies within `Γ Q / (1 - Q)` of
`-i Γ / 2`, where `Γ = 2 π v² / ε` and `Q = exp (-2 π Im z / ε)`. -/
theorem bixon_jortner_selfEnergy (v : ℝ) {ε : ℝ} (hε : 0 < ε) {z : ℂ} (hz : 0 < z.im) :
    Tendsto (fun N => bandSum v ε N z) atTop (𝓝 (selfEnergy v ε z)) ∧
    selfEnergy v ε (z + ε) = selfEnergy v ε z ∧
    ‖selfEnergy v ε z + I * ((width v ε : ℂ) / 2)‖ ≤
      width v ε * damping ε z / (1 - damping ε z) := by
  refine ⟨bandSum_tendsto v hε hz, selfEnergy_add_spacing v ε z, ?_⟩
  have hw : 0 ≤ width v ε := by unfold width; positivity
  have hQ : 0 ≤ damping ε z := (Real.exp_pos _).le
  rw [selfEnergy_add_half_width v hε hz, norm_neg, norm_div, norm_mul, norm_mul,
    Complex.norm_I, one_mul, Complex.norm_real, Real.norm_of_nonneg hw, norm_levelPhase]
  -- reverse triangle inequality for the denominator
  have htri := norm_sub_norm_le (1 : ℂ) (levelPhase ε z)
  rw [norm_one, norm_levelPhase] at htri
  exact div_le_div_of_nonneg_left (mul_nonneg hw hQ)
    (sub_pos.mpr (damping_lt_one hε hz)) htri

/-- For `ε > 0` and `Im z > 0`, the distance of the self-energy from `-i Γ / 2` equals
`Γ Q / (1 - Q)` when the real part of `z` coincides with a level `m ε`. -/
theorem bound_attained_on_level (v : ℝ) {ε : ℝ} (hε : 0 < ε) {z : ℂ} (hz : 0 < z.im)
    (m : ℤ) (hm : z.re = m * ε) :
    ‖selfEnergy v ε z + I * ((width v ε : ℂ) / 2)‖ =
      width v ε * damping ε z / (1 - damping ε z) := by
  have hε' : (ε : ℂ) ≠ 0 := by exact_mod_cast hε.ne'
  have hw : 0 ≤ width v ε := by unfold width; positivity
  have hzz : (m : ℂ) * ε + z.im * I = z := by
    apply Complex.ext <;> simp [hm]
  have hd : z / ε = m + z.im / ε * I := by
    rw [div_eq_iff hε', add_mul, mul_right_comm, div_mul_cancel₀ _ hε']
    exact hzz.symm
  -- on a level the factor q is real and positive
  have hq : levelPhase ε z = (damping ε z : ℂ) := by
    have harg : 2 * π * I * (z / ε) =
        ((-(2 * π * z.im / ε) : ℝ) : ℂ) + m * (2 * π * I) := by
      rw [hd]
      push_cast
      linear_combination (2 * π * (z.im / ε) : ℂ) * Complex.I_sq
    unfold levelPhase damping
    rw [harg, Complex.exp_add, Complex.exp_int_mul_two_pi_mul_I, mul_one, Complex.ofReal_exp]
  have hden : ‖1 - levelPhase ε z‖ = 1 - damping ε z := by
    rw [hq, ← Complex.ofReal_one, ← Complex.ofReal_sub, Complex.norm_real,
      Real.norm_of_nonneg (sub_pos.mpr (damping_lt_one hε hz)).le]
  rw [selfEnergy_add_half_width v hε hz, norm_neg, norm_div, norm_mul, norm_mul,
    Complex.norm_I, one_mul, Complex.norm_real, Real.norm_of_nonneg hw, norm_levelPhase, hden]

/-- If the level spacing shrinks to zero while the width `Γ ≥ 0` is held fixed, the self-energy
at any `z` with `Im z > 0` tends to `-i Γ / 2`. -/
theorem quasicontinuum_limit {Γ : ℝ} (hΓ : 0 ≤ Γ) {z : ℂ} (hz : 0 < z.im) :
    Tendsto (fun ε : ℝ => selfEnergy (Real.sqrt (Γ * ε / (2 * π))) ε z) (𝓝[>] 0)
      (𝓝 (-(I * ((Γ : ℂ) / 2)))) := by
  have hQ : Tendsto (fun ε : ℝ => damping ε z) (𝓝[>] 0) (𝓝 0) := by
    have hc : 0 < 2 * π * z.im := by positivity
    have h := Real.tendsto_exp_neg_atTop_nhds_zero.comp
      (tendsto_inv_nhdsGT_zero.const_mul_atTop hc)
    refine h.congr fun ε => ?_
    simp only [Function.comp_apply, damping, div_eq_mul_inv]
  have hlim : Tendsto (fun ε : ℝ => Γ * damping ε z / (1 - damping ε z)) (𝓝[>] 0) (𝓝 0) := by
    have h := (hQ.const_mul Γ).div (hQ.const_sub 1) (by norm_num)
    have h' : Tendsto (fun ε : ℝ => Γ * damping ε z / (1 - damping ε z)) (𝓝[>] 0)
        (𝓝 (Γ * 0 / (1 - 0))) := h
    simpa using h'
  rw [tendsto_iff_norm_sub_tendsto_zero]
  refine squeeze_zero' (Eventually.of_forall fun _ => norm_nonneg _) ?_ hlim
  filter_upwards [self_mem_nhdsWithin] with ε hε
  have hε0 : 0 < ε := hε
  -- the chosen coupling keeps the width equal to Γ
  have hw : width (Real.sqrt (Γ * ε / (2 * π))) ε = Γ := by
    unfold width
    rw [Real.sq_sqrt (by positivity)]
    field_simp
  have hb := (bixon_jortner_selfEnergy (Real.sqrt (Γ * ε / (2 * π))) hε0 hz).2.2
  rw [hw] at hb
  rwa [sub_neg_eq_add]

end

end BixonJortner
```

```lean
#print axioms BixonJortner.resolvent_elimination
#print axioms BixonJortner.selfEnergy_add_half_width
#print axioms BixonJortner.bound_attained_on_level
#print axioms BixonJortner.quasicontinuum_limit
```

```
'BixonJortner.resolvent_elimination' depends on axioms: [propext, Classical.choice, Quot.sound]
'BixonJortner.selfEnergy_add_half_width' depends on axioms: [propext, Classical.choice, Quot.sound]
'BixonJortner.bound_attained_on_level' depends on axioms: [propext, Classical.choice, Quot.sound]
'BixonJortner.quasicontinuum_limit' depends on axioms: [propext, Classical.choice, Quot.sound]
```

## Convergence, periodicity and the distance from $-i\Gamma/2$

The theorem `bixon_jortner_selfEnergy` takes any real $v$, with `hε` for $\varepsilon>0$ and `hz` for $\operatorname{Im}z>0$, and states three things:

$$\sum_{n=-N}^{N}\frac{v^2}{z-n\varepsilon}\;\xrightarrow[N\to\infty]{}\;\Sigma(z),\qquad \Sigma(z+\varepsilon)=\Sigma(z),\qquad \left|\Sigma(z)+\frac{i\Gamma}{2}\right|\le\frac{\Gamma Q}{1-Q}.$$

In Lean, `Tendsto … atTop (𝓝 …)` is the limit in $N$, the index set `Finset.Icc (-(N : ℤ)) N` is the range $-N,\dots,N$, and the double bars are the complex modulus.

Two further theorems describe the bound. By `bound_attained_on_level`, it is an equality whenever $\operatorname{Re}z=m\varepsilon$ for an integer $m$. By `quasicontinuum_limit`, $\Sigma(z)$ tends to $-i\Gamma/2$ when $\varepsilon$ goes to zero from above (`𝓝[>] 0`) while $\Gamma\ge0$ and $z$ stay fixed.

## A bright state and a uniform ladder

The Hamiltonian behind these formulas has a bright state of energy $E$, band levels at $n\varepsilon$, and the same coupling $v$ between the bright state and every level. The band levels are not coupled to each other. The uniform spacing and the constant coupling are idealisations of a dense set of background states. The zero of energy lies on the level $n=0$, and $E$ is measured from there.

A self-energy $-i\Gamma/2$ is that of a state with full width $\Gamma$ and no level shift. Since the density of levels is $\rho=1/\varepsilon$, this width is the golden-rule expression $2\pi v^2\rho$, an energy; division by $\hbar$ gives a rate. For this infinite uniform band, the bound also shows how much artificial broadening $\operatorname{Im}z$ is enough to bring the self-energy close to its continuum value $-i\Gamma/2$: with $\operatorname{Im}z=\varepsilon$ the two differ by at most about $0.2\%$ of $\Gamma$. This is not the error of the line width, since the broadening itself adds about $2\operatorname{Im}z$ to the full width of the bright-state line.

With an infinite band this is known as the Bixon–Jortner model, which is often used to describe how the bright state decays in time. The theorems concern the self-energy of that state at complex energy, and the time evolution is not computed. The Hamiltonian enters only with finitely many band levels; the infinite band appears as a limit of self-energies.

The symmetric cutoff is a convention with consequences. A lopsided one, such as $-N\le n\le 2N$, would add the real shift $-(v^2/\varepsilon)\ln2$ in the limit; this is not among the theorems proved here.

## Eliminating the band amplitudes

Let $a$ and $b_n$ be the components of $(z-H)^{-1}$ applied to the bright state. They obey

$$(z-E)\,a-\sum_{n=-N}^{N}v\,b_n=1,\qquad (z-n\varepsilon)\,b_n=v\,a .$$

Because $\operatorname{Im}(z-n\varepsilon)=\operatorname{Im}z>0$, no denominator vanishes, and the second equation gives $b_n=va/(z-n\varepsilon)$. Inserting this in the first yields

$$\Big(z-E-\sum_{n=-N}^{N}\frac{v^2}{z-n\varepsilon}\Big)a=1 .$$

The sum shifts $E$, which is what a self-energy does. `resolvent_elimination` states this as an equivalence, so the reduced equation together with the formula for $b_n$ also implies the original system. In its proof, `hne` supplies the nonzero denominators and `key` identifies $\sum_n v\,b_n$ with `bandSum` times $a$; both directions then follow by linear algebra. The case $N=0$, a single band level, is included.

## From the ladder sum to the cotangent

Put $x=z/\varepsilon$. Each term is $v^2/(z-n\varepsilon)=(v^2/\varepsilon)\,/(x-n)$, which is `hterm` in the proof of `bandSum_tendsto`. Taking the levels $\pm n$ together gives

$$\sum_{n=-N}^{N}\frac{v^2}{z-n\varepsilon}=\frac{v^2}{\varepsilon}\Big[\frac1x+\sum_{j=0}^{N-1}\Big(\frac1{x-(j+1)}+\frac1{x+(j+1)}\Big)\Big].$$

The lemma `sum_levels_paired` proves this regrouping for any summand by induction: going from $N$ to $N+1$ adds exactly the two levels $\pm(N+1)$.

The bracket converges to $\pi\cot\pi x$. This is the logarithmic derivative of Euler's product $\sin\pi x=\pi x\prod_{n\ge1}(1-x^2/n^2)$, in which the factor with index $n$ contributes

$$\frac{-2x/n^2}{1-x^2/n^2}=\frac{2x}{x^2-n^2}=\frac1{x-n}+\frac1{x+n}.$$

Mathlib provides the expansion as `tendsto_logDeriv_euler_cot_sub`, for $x$ that is not an integer. Here $\operatorname{Im}x=\operatorname{Im}z/\varepsilon>0$, so the condition holds; this is `hx`. Multiplication by $v^2/\varepsilon$ gives $\Sigma(z)$.

Replacing $z$ by $z+\varepsilon$ adds $\pi$ to the argument $\pi x$. Sine and cosine both change sign, and their quotient does not. This is the proof of `selfEnergy_add_spacing`. For $v\neq0$ the periodicity belongs to the infinite band: a finite ladder has ends, and a shift by $\varepsilon$ moves them.

## An exact expression for the error

Written with exponentials, the cotangent is

$$\cot\pi x=i\,\frac{e^{i\pi x}+e^{-i\pi x}}{e^{i\pi x}-e^{-i\pi x}}=-i\,\frac{1+q}{1-q}.$$

Since $\pi v^2/\varepsilon=\Gamma/2$, it follows that

$$\Sigma(z)+\frac{i\Gamma}{2}=-\frac{i\Gamma}{2}\Big(\frac{1+q}{1-q}-1\Big)=-\frac{i\Gamma q}{1-q}.$$

This identity is `selfEnergy_add_half_width`. It requires $q\neq1$, which follows from the modulus

$$|q|=e^{\operatorname{Re}(2\pi i z/\varepsilon)}=e^{-2\pi\operatorname{Im}z/\varepsilon}=Q<1,$$

proved in `norm_levelPhase` and `damping_lt_one`.

Taking moduli in the identity gives $\Gamma Q/|1-q|$. The reverse triangle inequality, `htri` in the main theorem, says $|1-q|\ge1-|q|=1-Q>0$. Replacing the denominator by this positive number, which is no larger, cannot reduce the quotient, and the bound results.

If $\operatorname{Re}z=m\varepsilon$, then $2\pi i z/\varepsilon=2\pi i m-2\pi\operatorname{Im}z/\varepsilon$. The first part contributes the factor $e^{2\pi i m}=1$, so $q=Q$ is real and positive. Then $|1-q|=1-Q$ and the estimate loses nothing. The proof of `bound_attained_on_level` establishes $q=Q$ as `hq` and the modulus of the denominator as `hden`.

## Shrinking the spacing at fixed width

To hold $\Gamma$ fixed as $\varepsilon\to0^+$, the coupling must shrink as well. The theorem takes $v=\sqrt{\Gamma\varepsilon/(2\pi)}$, so that $2\pi v^2/\varepsilon=\Gamma$; this is checked in `hw`. At fixed $\operatorname{Im}z>0$ the exponent $-2\pi\operatorname{Im}z/\varepsilon$ goes to $-\infty$, hence $Q\to0$ and

$$\left|\Sigma(z)+\frac{i\Gamma}{2}\right|\le\frac{\Gamma Q}{1-Q}\longrightarrow0 .$$

In Lean, `hQ` is the limit of $Q$, `hlim` is the limit of the right-hand side, and `squeeze_zero'` transfers it to the left.

The order of the limits matters. The band is first made infinite at fixed spacing, and the spacing then goes to zero at fixed $\operatorname{Im}z$. If $\operatorname{Im}z$ goes to zero first, $Q$ approaches one and, for $\Gamma>0$, the bound grows without limit. On a level this growth is real, because the bound is attained there; between levels $\Sigma(z)$ tends to the finite real value $(\Gamma/2)\cot(\pi\operatorname{Re}z/\varepsilon)$. The individual levels are then resolved, and the smooth width is no longer a good description.
